# A Gaussian minimum principle for the sum of RPA excitation energies

## One bosonic mode

Treat a single electronic excitation as a boson with annihilation operator $c$ and Hamiltonian

$$H = a\,c^\dagger c + \tfrac{b}{2}\,(cc + c^\dagger c^\dagger), \qquad a > |b| .$$

What is its ground-state energy? With $c=(q+ip)/\sqrt2$ and $\hbar=1$,

$$H=\tfrac12(a+b)q^2+\tfrac12(a-b)p^2-\tfrac a2 .$$

The trial state $\psi(q)\propto e^{-q^2/(2g)}$, with $g>0$, has $\langle q^2\rangle=g/2$ and $\langle p^2\rangle=1/(2g)$. Its energy is therefore

$$E(g)=\tfrac14\Big[(a+b)g+\frac{a-b}{g}\Big]-\tfrac a2 .$$

Write $a-b=wz^2$ and $a+b=w/z^2$ with $w>0$ and $z\neq0$. Multiplying the two relations gives $w=\sqrt{a^2-b^2}$, the excitation energy of the mode. The bracket is then a constant plus a square:

$$\frac{w g}{z^2}+\frac{w z^2}{g}=2w+\frac{w}{g}\Big(\frac gz-z\Big)^2 .$$

The minimum is $2w$, reached only at $g=z^2$. The ground state of a harmonic oscillator is itself a Gaussian of this form, so the minimum over $g$ is the exact ground-state energy, $\tfrac12(w-a)$.

Two limits are instructive. For $b=0$ the best width is $g=1$, the uncorrelated vacuum. For $b\to a$ with $a$ fixed, both $w$ and the best width $g=\sqrt{(a-b)/(a+b)}$ go to zero. At $b=a$ the bracket is $2ag$, whose infimum $0$ is not attained.

## Many coupled excitations

In the random-phase approximation (RPA) with real orbitals, $A$ and $B$ are real matrices indexed by particle-hole excitations. The numbers $a$ and $b$ become these matrices, and the width $g$ becomes a positive definite matrix $G$. The trial state $\psi(q)\propto e^{-q^TG^{-1}q/2}$ has energy

$$E(G)=\tfrac14 F(G)-\tfrac12\operatorname{tr}A,\qquad F(G)=\operatorname{tr}\big((A+B)G\big)+\operatorname{tr}\big((A-B)G^{-1}\big).$$

Suppose that a real invertible $Z$ and a diagonal $W$ with positive entries $w_i$ satisfy

$$A-B=ZWZ^T,\qquad A+B=Z^{-T}WZ^{-1}.$$

Then $F(G)\ge 2\operatorname{tr}W$ for every positive definite $G$, with equality exactly at $G=ZZ^T$.

The ground state of these coupled oscillators is again a Gaussian of the trial form, so the exact ground-state energy of the boson model is $\tfrac12(\operatorname{tr}W-\operatorname{tr}A)$. When $A$ and $B$ are the direct RPA matrices, built without exchange integrals, this is the plasmon formula for the direct RPA correlation energy. A trial $G$ thus bounds that model energy from above; it gives no bound on the exact electronic energy.

Two letters need care near $GW$ and Bethe–Salpeter work: here $G$ is not a Green's function, and $W$ is not the screened interaction but the diagonal matrix of excitation energies, often written $\Omega$.

## Why the $w_i$ are excitation energies

Multiply the factorizations on the right by $Z$ and $Z^{-T}$:

$$(A+B)Z=Z^{-T}W,\qquad (A-B)Z^{-T}=ZW .$$

Set $X=\tfrac12(Z+Z^{-T})$ and $Y=\tfrac12(Z-Z^{-T})$, so that $X+Y=Z$ and $X-Y=Z^{-T}$. Half the sum and half the difference of the two equations are

$$AX+BY=XW,\qquad BX+AY=-YW ,$$

which are the RPA equations with one solution per column. The amplitudes have the usual normalization, since

$$X^TX-Y^TY=\tfrac12\big(Z^TZ^{-T}+Z^{-1}Z\big)=1 .$$

## Completing the square with matrices

The matrix version of $g/z-z$ is the residual $D=GZ^{-T}-Z$. Since $G$ is symmetric,

$$\begin{aligned}
D^TG^{-1}D&=(Z^{-1}G-Z^T)\,G^{-1}(GZ^{-T}-Z)\\
&=(Z^{-1}-Z^TG^{-1})(GZ^{-T}-Z)\\
&=Z^{-1}GZ^{-T}+Z^TG^{-1}Z-2\cdot 1 .
\end{aligned}$$

Multiply by $W$ and take the trace. Cyclicity gives

$$\operatorname{tr}(WZ^{-1}GZ^{-T})=\operatorname{tr}\big((A+B)G\big),\qquad
\operatorname{tr}(WZ^TG^{-1}Z)=\operatorname{tr}\big((A-B)G^{-1}\big).$$

With $d_i$ the columns of $D$, this becomes

$$F(G)-2\operatorname{tr}W=\operatorname{tr}(WD^TG^{-1}D)=\sum_i w_i\,d_i^TG^{-1}d_i .$$

Every term is nonnegative because $w_i>0$ and $G^{-1}$ is positive definite. The sum vanishes only if every $d_i$ is zero, that is, if $GZ^{-T}=Z$. Multiplying on the right by $Z^T$ turns this into $G=ZZ^T$, and multiplying back by $Z^{-T}$ gives the converse.

Finally, $ZZ^T$ is an admissible trial matrix: it is symmetric, and for $x\ne0$ we have $x^TZZ^Tx=|Z^Tx|^2>0$, because $Z^T$ is invertible. The bound is therefore attained.

## The statement in Lean

The index type `n` is any finite type and labels the excitations. `IsRPAFactorization A B Z w` collects the two factorizations, the positivity of each `w i`, and the invertibility of `Z`, expressed as `IsUnit Z.det`. The energies need be neither ordered nor distinct. Symmetry of `A` and `B` is not a separate hypothesis, since the factorizations imply it.

`gaussianFunctional A B G` is $F(G)$, without the factor $\tfrac14$ and the shift $-\tfrac12\operatorname{tr}A$ of the energy. `G.PosDef` includes symmetry of the real matrix `G`. `excitation Z`, `deexcitation Z` and `residual Z G` are $X$, $Y$ and $D$.

The theorem `gaussian_principle` contains the inequality and the equivalence between equality and `G = Z * Zᵀ`. `isLeast_gaussianFunctional` says that $2\operatorname{tr}W$ belongs to the set of values of $F$ on positive definite matrices and is a lower bound of that set.

Two steps from these matrices to the boson model are made outside Lean: $\tfrac14F-\tfrac12\operatorname{tr}A$ is the energy of a Gaussian state, and the ground state is such a state. The Lean theorems concern matrices and contain no Hilbert-space operators or wavefunctions.

## Assuming stability in place of a factorization

The factorization is a hypothesis. Suitable $Z$ and $w$ exist exactly when $A+B$ and $A-B$ are both symmetric and positive definite, which is the stability of the boson Hamiltonian. This need not mean that the Hartree–Fock reference is stable: direct RPA matrices satisfy the condition whenever all particle-hole orbital energy differences are positive, even if the reference is unstable. A different formulation would assume that $A+B$ and $A-B$ are symmetric and positive definite, and construct $Z$ and $w$. Take $A-B=LL^T$ with $L$ invertible, diagonalize $L^T(A+B)L=UW^2U^T$ with $U$ orthogonal, and set $Z=LUW^{-1/2}$. Substitution recovers both factorizations.

The theorem would then start from the matrices that a calculation supplies, and the existence of the modes would be part of its conclusion. Its proof would also need the spectral theorem. The present version takes the modes as given, which leaves only the algebra of the square.

## The complete Lean source

```lean
import Mathlib

open Matrix

namespace RPAGaussianPrinciple

noncomputable section

variable {n : Type*} [Fintype n] [DecidableEq n]

/-- The real matrices `A` and `B` are factorized by an invertible `Z` and positive numbers `w`:
`A - B = Z W Zᵀ` and `A + B = Z⁻ᵀ W Z⁻¹`, where `W` is the diagonal matrix of `w`. -/
structure IsRPAFactorization (A B Z : Matrix n n ℝ) (w : n → ℝ) : Prop where
  isUnit_det : IsUnit Z.det
  pos : ∀ i, 0 < w i
  sub_eq : A - B = Z * diagonal w * Zᵀ
  add_eq : A + B = (Z⁻¹)ᵀ * diagonal w * Z⁻¹

/-- The excitation amplitudes `X = (Z + Z⁻ᵀ) / 2`, for invertible `Z`. -/
def excitation (Z : Matrix n n ℝ) : Matrix n n ℝ := (1 / 2 : ℝ) • (Z + (Z⁻¹)ᵀ)

/-- The de-excitation amplitudes `Y = (Z - Z⁻ᵀ) / 2`, for invertible `Z`. -/
def deexcitation (Z : Matrix n n ℝ) : Matrix n n ℝ := (1 / 2 : ℝ) • (Z - (Z⁻¹)ᵀ)

/-- The functional `tr((A + B) G) + tr((A - B) G⁻¹)` of an invertible trial matrix `G`. -/
def gaussianFunctional (A B G : Matrix n n ℝ) : ℝ :=
  trace ((A + B) * G) + trace ((A - B) * G⁻¹)

/-- The residual `G Z⁻ᵀ - Z` of a trial matrix `G`, for invertible `Z`. -/
def residual (Z G : Matrix n n ℝ) : Matrix n n ℝ := G * (Z⁻¹)ᵀ - Z

/-- For an invertible `Z`, the transposes of `Z` and of its inverse are inverse to each other,
in either order. -/
theorem transpose_inverse {Z : Matrix n n ℝ} (hZ : IsUnit Z.det) :
    Zᵀ * (Z⁻¹)ᵀ = 1 ∧ (Z⁻¹)ᵀ * Zᵀ = 1 := by
  constructor
  · rw [← Matrix.transpose_mul, Matrix.nonsing_inv_mul _ hZ, Matrix.transpose_one]
  · rw [← Matrix.transpose_mul, Matrix.mul_nonsing_inv _ hZ, Matrix.transpose_one]

/-- For factorized `A` and `B`, the amplitudes `X` and `Y` solve the RPA equations
`A X + B Y = X W` and `B X + A Y = -Y W`. -/
theorem rpa_equations {A B Z : Matrix n n ℝ} {w : n → ℝ} (h : IsRPAFactorization A B Z w) :
    A * excitation Z + B * deexcitation Z = excitation Z * diagonal w ∧
      B * excitation Z + A * deexcitation Z = -(deexcitation Z * diagonal w) := by
  -- the two half-equations for the sum and the difference of the amplitudes
  have h1 : (A + B) * Z = (Z⁻¹)ᵀ * diagonal w := by
    rw [h.add_eq, Matrix.mul_assoc, Matrix.nonsing_inv_mul _ h.isUnit_det, Matrix.mul_one]
  have h2 : (A - B) * (Z⁻¹)ᵀ = Z * diagonal w := by
    rw [h.sub_eq, Matrix.mul_assoc, (transpose_inverse h.isUnit_det).1, Matrix.mul_one]
  rw [Matrix.add_mul] at h1
  rw [Matrix.sub_mul] at h2
  simp only [excitation, deexcitation, Matrix.mul_smul, Matrix.smul_mul, Matrix.mul_add,
    Matrix.mul_sub, Matrix.add_mul, Matrix.sub_mul]
  constructor
  · linear_combination (norm := module) (1 / 2 : ℝ) • h1 + (1 / 2 : ℝ) • h2
  · linear_combination (norm := module) (1 / 2 : ℝ) • h1 - (1 / 2 : ℝ) • h2

/-- For factorized `A` and `B` and positive definite `G`, the functional exceeds `2 tr W` by the
sum of `w i * (dᵢ · G⁻¹ dᵢ)`, where `dᵢ` are the columns of the residual. -/
theorem gap_identity {A B Z G : Matrix n n ℝ} {w : n → ℝ} (h : IsRPAFactorization A B Z w)
    (hG : G.PosDef) :
    gaussianFunctional A B G - 2 * trace (diagonal w) =
      ∑ i, w i * ((residual Z G)ᵀ i ⬝ᵥ G⁻¹ *ᵥ (residual Z G)ᵀ i) := by
  have hGu : IsUnit G.det := isUnit_iff_ne_zero.mpr hG.det_pos.ne'
  have hGt : Gᵀ = G := by
    rw [← Matrix.conjTranspose_eq_transpose_of_trivial]
    exact hG.isHermitian.eq
  -- expand the quadratic form of the residual
  have e1 : (residual Z G)ᵀ * G⁻¹ = Z⁻¹ - Zᵀ * G⁻¹ := by
    rw [residual, Matrix.transpose_sub, Matrix.transpose_mul, Matrix.transpose_transpose, hGt,
      Matrix.sub_mul, Matrix.mul_assoc, Matrix.mul_nonsing_inv _ hGu, Matrix.mul_one]
  have e2 : (residual Z G)ᵀ * G⁻¹ * residual Z G =
      Z⁻¹ * G * (Z⁻¹)ᵀ + Zᵀ * G⁻¹ * Z - 1 - 1 := by
    calc (residual Z G)ᵀ * G⁻¹ * residual Z G
        = Z⁻¹ * G * (Z⁻¹)ᵀ + Zᵀ * G⁻¹ * Z - Z⁻¹ * Z - Zᵀ * (G⁻¹ * G) * (Z⁻¹)ᵀ := by
          rw [e1, residual]
          noncomm_ring
      _ = _ := by
          rw [Matrix.nonsing_inv_mul _ h.isUnit_det, Matrix.nonsing_inv_mul _ hGu,
            Matrix.mul_one, (transpose_inverse h.isUnit_det).1]
  -- cyclicity moves both traces to the basis in which W is diagonal
  have t1 : trace ((A + B) * G) = trace (diagonal w * (Z⁻¹ * G * (Z⁻¹)ᵀ)) := by
    rw [h.add_eq]
    simp only [Matrix.mul_assoc]
    rw [Matrix.trace_mul_comm (Z⁻¹)ᵀ]
    simp only [Matrix.mul_assoc]
  have t2 : trace ((A - B) * G⁻¹) = trace (diagonal w * (Zᵀ * G⁻¹ * Z)) := by
    rw [h.sub_eq]
    simp only [Matrix.mul_assoc]
    rw [Matrix.trace_mul_comm Z]
    simp only [Matrix.mul_assoc]
  have hs : ∑ i, w i * ((residual Z G)ᵀ i ⬝ᵥ G⁻¹ *ᵥ (residual Z G)ᵀ i) =
      trace (diagonal w * ((residual Z G)ᵀ * G⁻¹ * residual Z G)) := by
    unfold Matrix.trace
    refine Finset.sum_congr rfl fun i _ => ?_
    rw [Matrix.diag_apply, Matrix.diagonal_mul, Matrix.mul_assoc]
    rfl
  rw [hs, e2, gaussianFunctional, t1, t2, Matrix.mul_sub, Matrix.mul_sub, Matrix.mul_add,
    Matrix.trace_sub, Matrix.trace_sub, Matrix.trace_add, Matrix.mul_one]
  ring

/-- For invertible `Z`, the residual of `G` vanishes exactly when `G = Z Zᵀ`. -/
theorem residual_eq_zero_iff {Z G : Matrix n n ℝ} (hZ : IsUnit Z.det) :
    residual Z G = 0 ↔ G = Z * Zᵀ := by
  rw [residual, sub_eq_zero]
  constructor
  · intro h
    rw [← Matrix.mul_one G, ← (transpose_inverse hZ).2, ← Matrix.mul_assoc, h]
  · intro h
    rw [h, Matrix.mul_assoc, (transpose_inverse hZ).1, Matrix.mul_one]

/-- Gaussian principle: for factorized `A` and `B`, every positive definite `G` satisfies
`tr((A + B) G) + tr((A - B) G⁻¹) ≥ 2 tr W`, with equality exactly when `G = Z Zᵀ`. -/
theorem gaussian_principle {A B Z G : Matrix n n ℝ} {w : n → ℝ}
    (h : IsRPAFactorization A B Z w) (hG : G.PosDef) :
    2 * trace (diagonal w) ≤ gaussianFunctional A B G ∧
      (gaussianFunctional A B G = 2 * trace (diagonal w) ↔ G = Z * Zᵀ) := by
  have gap := gap_identity h hG
  have hnn : ∀ i ∈ Finset.univ,
      0 ≤ w i * ((residual Z G)ᵀ i ⬝ᵥ G⁻¹ *ᵥ (residual Z G)ᵀ i) := fun i _ =>
    mul_nonneg (h.pos i).le
      (by simpa using hG.inv.posSemidef.dotProduct_mulVec_nonneg ((residual Z G)ᵀ i))
  refine ⟨by linarith [Finset.sum_nonneg hnn], ?_⟩
  rw [← residual_eq_zero_iff h.isUnit_det]
  constructor
  · intro heq
    rw [heq, sub_self] at gap
    have hz := (Finset.sum_eq_zero_iff_of_nonneg hnn).1 gap.symm
    -- a nonzero column of the residual would cost a positive amount
    have hcol : ∀ i, (residual Z G)ᵀ i = 0 := by
      intro i
      by_contra hne
      have hp : 0 < (residual Z G)ᵀ i ⬝ᵥ G⁻¹ *ᵥ (residual Z G)ᵀ i := by
        simpa using hG.inv.dotProduct_mulVec_pos hne
      exact (mul_pos (h.pos i) hp).ne' (hz i (Finset.mem_univ i))
    ext i j
    exact congrFun (hcol j) i
  · intro hr
    have hcol : ∀ i, (residual Z G)ᵀ i = 0 := fun i => by
      rw [hr]
      rfl
    simp only [hcol, zero_dotProduct, mul_zero, Finset.sum_const_zero] at gap
    linarith

/-- For invertible real `Z`, the matrix `Z Zᵀ` is positive definite. -/
theorem posDef_minimizer {Z : Matrix n n ℝ} (hZ : IsUnit Z.det) : (Z * Zᵀ).PosDef := by
  refine Matrix.posDef_iff_dotProduct_mulVec.mpr ⟨?_, fun x hx => ?_⟩
  · rw [Matrix.IsHermitian, Matrix.conjTranspose_eq_transpose_of_trivial,
      Matrix.transpose_mul, Matrix.transpose_transpose]
  · have hy : Zᵀ *ᵥ x ≠ 0 := by
      intro h0
      apply hx
      calc x = ((Z⁻¹)ᵀ * Zᵀ) *ᵥ x := by rw [(transpose_inverse hZ).2, Matrix.one_mulVec]
        _ = (Z⁻¹)ᵀ *ᵥ (Zᵀ *ᵥ x) := (Matrix.mulVec_mulVec _ _ _).symm
        _ = 0 := by rw [h0, Matrix.mulVec_zero]
    -- the quadratic form is the squared length of Zᵀ x
    rw [star_trivial, ← Matrix.mulVec_mulVec, Matrix.dotProduct_mulVec,
      ← Matrix.mulVec_transpose]
    exact lt_of_le_of_ne (Finset.sum_nonneg fun i _ => mul_self_nonneg _)
      (fun h0 => hy (dotProduct_self_eq_zero.1 h0.symm))

/-- For factorized `A` and `B`, `2 tr W` is the least value that the functional takes on
positive definite matrices. -/
theorem isLeast_gaussianFunctional {A B Z : Matrix n n ℝ} {w : n → ℝ}
    (h : IsRPAFactorization A B Z w) :
    IsLeast (gaussianFunctional A B '' {G | G.PosDef}) (2 * trace (diagonal w)) := by
  have hp := posDef_minimizer h.isUnit_det
  refine ⟨⟨Z * Zᵀ, hp, (gaussian_principle h hp).2.2 rfl⟩, ?_⟩
  rintro _ ⟨G, hG, rfl⟩
  exact (gaussian_principle h hG).1

/-- An explicit pair of two-by-two matrices `A` and `B` that is factorized by an explicit `Z` and
the numbers `1` and `2`. -/
theorem isRPAFactorization_witness :
    IsRPAFactorization !![2, 1 / 2; 1 / 2, 5 / 2] !![-1, -3 / 2; -3 / 2, 1 / 2]
      !![1, 1; 0, 1] ![1, 2] := by
  have hi : (!![1, 1; 0, 1] : Matrix (Fin 2) (Fin 2) ℝ)⁻¹ = !![1, -1; 0, 1] := by
    apply Matrix.inv_eq_right_inv
    ext i j
    fin_cases i <;> fin_cases j <;> norm_num [Matrix.mul_apply, Fin.sum_univ_succ]
  refine ⟨by norm_num [Matrix.det_fin_two], ?_, ?_, ?_⟩
  · intro i
    fin_cases i <;> norm_num
  · ext i j
    fin_cases i <;> fin_cases j <;>
      norm_num [Matrix.mul_apply, Fin.sum_univ_succ, Matrix.diagonal_apply,
        Matrix.vecMul_diagonal]
  · rw [hi]
    ext i j
    fin_cases i <;> fin_cases j <;>
      norm_num [Matrix.mul_apply, Fin.sum_univ_succ, Matrix.diagonal_apply]

end

end RPAGaussianPrinciple
```

```lean
#print axioms RPAGaussianPrinciple.rpa_equations
#print axioms RPAGaussianPrinciple.gaussian_principle
#print axioms RPAGaussianPrinciple.isLeast_gaussianFunctional
```

```
'RPAGaussianPrinciple.rpa_equations' depends on axioms: [propext, Classical.choice, Quot.sound]
'RPAGaussianPrinciple.gaussian_principle' depends on axioms: [propext, Classical.choice, Quot.sound]
'RPAGaussianPrinciple.isLeast_gaussianFunctional' depends on axioms: [propext, Classical.choice, Quot.sound]
```

## From the gap identity to the minimum

`transpose_inverse` supplies $Z^TZ^{-T}=1$ and $Z^{-T}Z^T=1$, which are used throughout. In `rpa_equations`, `h1` and `h2` are the two equations for $Z$ and $Z^{-T}$. After the definitions are expanded, `linear_combination (norm := module)` forms their half-sum and half-difference.

`gap_identity` carries the main calculation. Its steps `e1` and `e2` expand $D^TG^{-1}D$; `noncomm_ring` multiplies out the product while keeping the order of the matrices, and the inverse pairs are then cancelled. Steps `t1` and `t2` are the two uses of cyclicity. Step `hs` identifies the sum over columns with a trace: `(residual Z G)ᵀ i` is row $i$ of $D^T$, hence column $d_i$ of $D$.

`residual_eq_zero_iff` translates $D=0$ into $G=ZZ^T$. In `gaussian_principle`, `hnn` records that each term of the gap is nonnegative, and summing gives the bound. For equality, a vanishing sum of nonnegative terms forces each term to vanish. If some column were nonzero, positive definiteness of $G^{-1}$ and $w_i>0$ would make its term strictly positive, a contradiction. The reverse direction puts zero columns into the gap identity.

`posDef_minimizer` proves that $ZZ^T$ is positive definite by the squared-length argument, using $Z^{-T}$ to show that $Z^Tx=0$ would force $x=0$. `isLeast_gaussianFunctional` combines this with the equality case and the bound.

The last theorem, `isRPAFactorization_witness`, checks the hypotheses on a coupled two-excitation example with energies $1$ and $2$. The example is algebraic: it defines a stable boson Hamiltonian, but its matrices are not those of a direct RPA calculation with real orbitals, where the diagonal entries of $B$ are Coulomb self-repulsions of transition densities and cannot be negative. For this example

$$ZZ^T=\begin{pmatrix}2&1\\1&1\end{pmatrix},$$

and each of the two traces in $F$ equals $3$ at this matrix, so the minimum is $6=2(1+2)$.
